# The current into a set of sites as a trace over blocks of the Hamiltonian and density matrix

For a finite set of sites, the lemma takes the current from site $x$ to site $y$ to be $2\,\mathrm{Im}(H_{yx}n_{xy})$, and says that the sum of these currents into a region $Y$ from its complement $X$ is $2\,\mathrm{Im}\,\mathrm{Tr}(H_{YX}n_{XY})$. In physics this is a particle current, with $\hbar=1$. $H$ is a one-particle Hamiltonian in an orthonormal basis of sites, and $n$ is the one-particle density matrix with the index order $n_{xy}=\langle c_y^\dagger c_x\rangle$. The identity itself holds for any two complex matrices, and neither need be Hermitian. The attempt expands the trace and the matrix product into a double sum over the elements of $Y$ and $X$ as subtypes. It then turns the inner and the outer sum into sums over finite sets of sites, and chains the two equalities.

Lean 4 with Mathlib refuses this proof:

```lean
import Mathlib

open Matrix

namespace CutTrace

noncomputable section

variable {ι : Type*} [Fintype ι] [DecidableEq ι]

/-- The bond current `2 Im (H_yx n_xy)` from site `x` to site `y`. -/
def bondCurrent (H n : Matrix ι ι ℂ) (x y : ι) : ℝ := 2 * (H y x * n x y).im

/-- The rectangular block of `A` with rows in `P` and columns in `Q`. -/
def block (A : Matrix ι ι ℂ) (P Q : Finset ι) : Matrix P Q ℂ :=
  A.submatrix (fun p => (p : ι)) (fun q => (q : ι))

/-- `2 Im Tr (H_YX n_XY)` is the sum of the bond currents from `X`, the complement of `Y`,
into `Y`. -/
theorem cut_trace (H n : Matrix ι ι ℂ) (Y : Finset ι) :
    2 * (Matrix.trace (block H Y Yᶜ * block n Yᶜ Y)).im
      = ∑ y ∈ Y, ∑ x ∈ Yᶜ, bondCurrent H n x y := by
  simp only [Matrix.trace, Matrix.diag_apply, Matrix.mul_apply, block, Matrix.submatrix_apply,
    Complex.im_sum, Finset.mul_sum, bondCurrent]
  exact (Finset.sum_congr rfl fun y _ =>
    Finset.sum_coe_sort Yᶜ (fun x => 2 * (H y x * n x y).im)).trans
    (Finset.sum_coe_sort Y (fun y => ∑ x ∈ Yᶜ, 2 * (H y x * n x y).im))

end

end CutTrace
```

Compiling this gives:

```
Main.lean:27:4: error: Application type mismatch: The argument
  Finset.sum_coe_sort Y fun y => ∑ x ∈ Yᶜ, 2 * (H y x * n x y).im
has type
  ∑ i, ∑ x ∈ Yᶜ, 2 * (H (↑i) x * n x ↑i).im = ∑ i ∈ Y, ∑ x ∈ Yᶜ, 2 * (H i x * n x i).im
but is expected to have type
  ∑ y ∈ ?m.46, ∑ i ∈ Yᶜ, 2 * (H y i * n i y).im = ?m.71
in the application
  Eq.trans (Finset.sum_congr rfl fun y x => Finset.sum_coe_sort Yᶜ fun x => 2 * (H y x * n x y).im)
    (Finset.sum_coe_sort Y fun y => ∑ x ∈ Yᶜ, 2 * (H y x * n x y).im)
```

The message says that the two equalities given to `Eq.trans` don't meet in the middle. The second starts from a sum over the subtype of elements of `Y`, where the site is written `↑i`. The first ends in a sum whose index `y` is itself a site, of type `ι`.

The first equality got that type because, in the form `(...).trans`, Lean elaborates the part before the dot without the goal to guide it. Nothing there said that `y` should range over the subtype, and its use in `H y x` made it an element of `ι`. The set being summed over was still unknown, hence the `?m.46`, but no choice of it could mend the index type.

The repair gives `Eq.trans` the outer conversion first and leaves the other equality as a goal, `?_`, so the middle sum is now fixed as one over the subtype. `Finset.sum_congr` is then applied to a known goal and takes `y` from the subtype. In the last line Lean inserts the coercion from `y` to its site, and the inner conversion, whose text is unchanged, fits.

The repair, with which the file compiles:

```diff
@@ -23,7 +23,7 @@
   simp only [Matrix.trace, Matrix.diag_apply, Matrix.mul_apply, block, Matrix.submatrix_apply,
     Complex.im_sum, Finset.mul_sum, bondCurrent]
-  exact (Finset.sum_congr rfl fun y _ =>
-    Finset.sum_coe_sort Yᶜ (fun x => 2 * (H y x * n x y).im)).trans
-    (Finset.sum_coe_sort Y (fun y => ∑ x ∈ Yᶜ, 2 * (H y x * n x y).im))
+  refine Eq.trans ?_ (Finset.sum_coe_sort Y (fun y => ∑ x ∈ Yᶜ, 2 * (H y x * n x y).im))
+  refine Finset.sum_congr rfl fun y _ => ?_
+  exact Finset.sum_coe_sort Yᶜ (fun x => 2 * (H y x * n x y).im)
 
 end
```
